# Two finite sets of collinear point charges have the same outer axial potential exactly when all their multipole moments agree

Put a single charge $q$ at the position $x$ on the $z$ axis. For $z>|x|$ its potential is

$$\frac{q}{z-x}=\frac{q}{z}+\frac{qx}{z^2}+\frac{qx^2}{z^3}+\cdots,$$

so an observer far out on the axis sees the charge through its moments $q, qx, qx^2,\dots$ Weinert's pseudo-charge method in LAPW relies on the same effect: the density inside a sphere is replaced by a smoother one with the same multipole moments, and the potential outside should not notice.

I'd like to see this made rigorous for finitely many charges on a line, all within distance $R$ of the origin. Do two such sets have the same potential at every $z>R$ if and only if all their moments agree? Can both directions be machine-checked, along with the error when only the first few moments are matched?

## Yes, because each factor of z releases one moment

For the single charge, the series can be replaced by an exact identity:

$$z\,\frac{q}{z-x}=q+\frac{qx}{z-x}.$$

Multiplying by $z$ releases the total charge and leaves the potential of a new charge $qx$ at the same place. Everything below repeats this step.

Let the charges $q_i$ sit at $x_i$ and the charges $p_j$ at $y_j$, with $|x_i|,|y_j|\le R$. Define

$$m_n=\sum_i q_i x_i^n,\quad \mu_n=\sum_j p_j y_j^n,\quad A_n(z)=\sum_i\frac{q_i x_i^n}{z-x_i},\quad B_n(z)=\sum_j\frac{p_j y_j^n}{z-y_j},$$

with $0^0=1$. The two potentials are $A_0$ and $B_0$.

**Expansion with exact remainder.** Summing the identity over the charges gives $zA_N=m_N+A_{N+1}$, hence

$$\frac{A_N}{z^N}=\frac{m_N}{z^{N+1}}+\frac{A_{N+1}}{z^{N+1}}.$$

Starting from $A_0$ and applying this $N$ times,

$$A_0(z)=\sum_{n<N}\frac{m_n}{z^{n+1}}+\frac{A_N(z)}{z^N}.$$

**Equal moments give equal potentials.** If $m_n=\mu_n$ for all $n<N$, subtracting the two expansions leaves

$$A_0(z)-B_0(z)=\frac{A_N(z)-B_N(z)}{z^N}.$$

For $z>R$ we have $|x_i|^N\le R^N$ and $z-x_i\ge z-R>0$, so $|A_N(z)|\le R^N\sum_i|q_i|/(z-R)$, and likewise for $B_N$. Therefore

$$|A_0(z)-B_0(z)|\le\left(\frac Rz\right)^N\frac{\sum_i|q_i|+\sum_j|p_j|}{z-R}.$$

If all moments agree, this holds for every $N$. Since $R/z<1$, the right side tends to zero and the potentials are equal.

**Equal potentials give equal moments.** Suppose $A_0=B_0$ for all $z>R$, and that the moments below order $n$ are already known to agree. The difference formula then gives $A_n(z)=B_n(z)$ for all $z>R$. Now $zA_n=m_n+A_{n+1}\to m_n$ as $z\to\infty$, and $zB_n\to\mu_n$. Hence $m_n=\mu_n$, and induction covers every order.

**The moments fix the charges themselves.** Equal moments imply $\sum_i q_iP(x_i)=\sum_j p_jP(y_j)$ for every polynomial $P$. Let $T$ be the set of all positions in both sets, and for a point $a$ take $P(t)=\prod_{b\in T,\,b\ne a}(t-b)$. Only charges at $a$ contribute, and $P(a)\neq0$, so the total charge at $a$ is the same in both sets. Conversely, a moment is the sum over points of the total charge there times $a^n$, so equal charges give equal moments.

### The Lean file

```lean
import Mathlib

open Filter Topology Polynomial

namespace PseudoCharge

noncomputable section

variable {ι κ : Type*} [Fintype ι] [Fintype κ]

/-- The potential at the point `z` of the axis due to charges `q i` at positions `x i`. -/
def axialPotential (q x : ι → ℝ) (z : ℝ) : ℝ := ∑ i, q i / (z - x i)

/-- The axial multipole moment of order `n` of charges `q i` at positions `x i`. -/
def moment (q x : ι → ℝ) (n : ℕ) : ℝ := ∑ i, q i * x i ^ n

/-- The total charge located exactly at the point `a`. -/
def chargeAt (q x : ι → ℝ) (a : ℝ) : ℝ := ∑ i, if x i = a then q i else 0

/-- Away from the charges, `z` times the potential is the total charge plus the potential
of the charges weighted by their positions. -/
theorem mul_axialPotential (q x : ι → ℝ) {z : ℝ} (hz : ∀ i, z ≠ x i) :
    z * axialPotential q x z = (∑ i, q i) + axialPotential (fun i => q i * x i) x z := by
  unfold axialPotential
  rw [Finset.mul_sum, ← Finset.sum_add_distrib]
  refine Finset.sum_congr rfl fun i _ => ?_
  have h : (z - x i) / (z - x i) = 1 := div_self (sub_ne_zero.mpr (hz i))
  linear_combination q i * h

/-- Away from the charges and the origin, the axial potential is the sum of its multipole terms of
order below `N` plus an exact remainder. -/
theorem multipole_expansion (q x : ι → ℝ) {z : ℝ} (hz0 : z ≠ 0) (hz : ∀ i, z ≠ x i) (N : ℕ) :
    axialPotential q x z = (∑ n ∈ Finset.range N, moment q x n / z ^ (n + 1))
      + axialPotential (fun i => q i * x i ^ N) x z / z ^ N := by
  induction N with
  | zero => simp
  | succ N ih =>
    -- peel one more moment off the remainder
    have h : z * axialPotential (fun i => q i * x i ^ N) x z
        = moment q x N + axialPotential (fun i => q i * x i ^ (N + 1)) x z := by
      have h := mul_axialPotential (fun i => q i * x i ^ N) x hz
      simpa only [moment, pow_succ, mul_assoc] using h
    have h2 : axialPotential (fun i => q i * x i ^ N) x z / z ^ N
        = (z * axialPotential (fun i => q i * x i ^ N) x z) / z ^ (N + 1) := by
      rw [pow_succ]
      field_simp
    rw [ih, Finset.sum_range_succ, h2, h]
    ring

/-- If two charge sets share all moments below order `N`, their potentials outside differ
only by the difference of the remainders of order `N`. -/
theorem potential_sub {q x : ι → ℝ} {p y : κ → ℝ} {R z : ℝ} (hR : 0 ≤ R)
    (hx : ∀ i, |x i| ≤ R) (hy : ∀ j, |y j| ≤ R) (hz : R < z) (N : ℕ)
    (hm : ∀ n < N, moment q x n = moment p y n) :
    axialPotential q x z - axialPotential p y z
      = (axialPotential (fun i => q i * x i ^ N) x z
        - axialPotential (fun j => p j * y j ^ N) y z) / z ^ N := by
  have hz0 : z ≠ 0 := (lt_of_le_of_lt hR hz).ne'
  have h1 := multipole_expansion q x hz0
    (fun i h => by have := (le_abs_self (x i)).trans (hx i); linarith) N
  have h2 := multipole_expansion p y hz0
    (fun j h => by have := (le_abs_self (y j)).trans (hy j); linarith) N
  have h3 : (∑ n ∈ Finset.range N, moment q x n / z ^ (n + 1))
      = ∑ n ∈ Finset.range N, moment p y n / z ^ (n + 1) :=
    Finset.sum_congr rfl fun n hn => by rw [hm n (Finset.mem_range.mp hn)]
  linear_combination h1 - h2 + h3

/-- A bound on the potential, outside radius `R`, of the charges weighted by the `N`-th power
of their positions. -/
theorem abs_remainder_le (q : ι → ℝ) {x : ι → ℝ} {R z : ℝ}
    (hx : ∀ i, |x i| ≤ R) (hz : R < z) (N : ℕ) :
    |axialPotential (fun i => q i * x i ^ N) x z| ≤ R ^ N * (∑ i, |q i|) / (z - R) := by
  unfold axialPotential
  refine (Finset.abs_sum_le_sum_abs _ _).trans ?_
  rw [Finset.mul_sum, Finset.sum_div]
  refine Finset.sum_le_sum fun i _ => ?_
  have h1 : x i ≤ R := (le_abs_self _).trans (hx i)
  have h2 : 0 < z - R := by linarith
  have hR : 0 ≤ R := (abs_nonneg _).trans (hx i)
  have h3 : |x i| ^ N ≤ R ^ N := pow_le_pow_left₀ (abs_nonneg _) (hx i) N
  rw [abs_div, abs_mul, abs_pow, abs_of_pos (show 0 < z - x i by linarith), mul_comm (|q i|)]
  exact div_le_div₀ (by positivity) (mul_le_mul_of_nonneg_right h3 (abs_nonneg _)) h2
    (by linarith)

/-- If a pseudo-charge reproduces the moments below order `N`, the error of its potential
at `z > R` is at most `(R / z) ^ N` times the summed absolute charges over `z - R`. -/
theorem truncated_matching_error {q x : ι → ℝ} {p y : κ → ℝ} {R z : ℝ} (hR : 0 ≤ R)
    (hx : ∀ i, |x i| ≤ R) (hy : ∀ j, |y j| ≤ R) (hz : R < z) (N : ℕ)
    (hm : ∀ n < N, moment q x n = moment p y n) :
    |axialPotential q x z - axialPotential p y z|
      ≤ (R / z) ^ N * ((∑ i, |q i|) + ∑ j, |p j|) / (z - R) := by
  have hzN : 0 < z ^ N := pow_pos (lt_of_le_of_lt hR hz) N
  have hA := abs_le.mp (abs_remainder_le q hx hz N)
  have hB := abs_le.mp (abs_remainder_le p hy hz N)
  rw [potential_sub hR hx hy hz N hm, abs_div, abs_of_pos hzN, div_pow]
  calc _ ≤ (R ^ N * (∑ i, |q i|) / (z - R) + R ^ N * (∑ j, |p j|) / (z - R)) / z ^ N :=
        div_le_div_of_nonneg_right
          (abs_le.mpr ⟨by linarith [hA.1, hB.2], by linarith [hA.2, hB.1]⟩) hzN.le
    _ = _ := by ring

/-- Far away on the axis, `z` times the potential tends to the total charge. -/
theorem tendsto_mul_axialPotential (q x : ι → ℝ) :
    Tendsto (fun z => z * axialPotential q x z) atTop (𝓝 (∑ i, q i)) := by
  simp only [axialPotential, Finset.mul_sum]
  refine tendsto_finsetSum _ fun i _ => ?_
  have h0 : Tendsto (fun z : ℝ => z - x i) atTop atTop := by
    simpa only [sub_eq_add_neg, id_eq] using
      tendsto_atTop_add_const_right atTop (-x i) tendsto_id
  have h : Tendsto (fun z : ℝ => q i + q i * x i / (z - x i)) atTop (𝓝 (q i + 0)) :=
    tendsto_const_nhds.add (Tendsto.div_atTop tendsto_const_nhds h0)
  rw [add_zero] at h
  refine h.congr' ?_
  filter_upwards [eventually_gt_atTop (x i)] with z hz
  have h1 : (z - x i) / (z - x i) = 1 := div_self (sub_ne_zero.mpr hz.ne')
  linear_combination -(q i) * h1

/-- Two finite sets of charges on a line within distance `R` of the origin have the same axial
potential at all `z > R` if and only if all their multipole moments agree. -/
theorem potential_eq_iff_moment_eq {q x : ι → ℝ} {p y : κ → ℝ} {R : ℝ} (hR : 0 ≤ R)
    (hx : ∀ i, |x i| ≤ R) (hy : ∀ j, |y j| ≤ R) :
    (∀ z, R < z → axialPotential q x z = axialPotential p y z)
      ↔ ∀ n, moment q x n = moment p y n := by
  constructor
  · intro h n
    induction n using Nat.strong_induction_on with
    | _ n ih =>
      -- the lower moments cancel, so the remainders of order `n` agree
      have key : ∀ z, R < z → axialPotential (fun i => q i * x i ^ n) x z
          = axialPotential (fun j => p j * y j ^ n) y z := by
        intro z hz
        have e := potential_sub hR hx hy hz n ih
        rw [h z hz, sub_self] at e
        have hz0 : z ≠ 0 := (lt_of_le_of_lt hR hz).ne'
        exact sub_eq_zero.mp ((div_eq_zero_iff.mp e.symm).resolve_right (pow_ne_zero n hz0))
      -- `z` times each of them tends to the moment of order `n` of its charge set
      refine tendsto_nhds_unique (tendsto_mul_axialPotential (fun i => q i * x i ^ n) x)
        ((tendsto_mul_axialPotential (fun j => p j * y j ^ n) y).congr' ?_)
      filter_upwards [eventually_gt_atTop R] with z hz
      rw [key z hz]
  · intro h z hz
    have hz0 : 0 < z := lt_of_le_of_lt hR hz
    -- the truncation error vanishes as the matching order grows
    have ht := ((tendsto_pow_atTop_nhds_zero_of_lt_one (div_nonneg hR hz0.le)
      ((div_lt_one hz0).mpr hz)).mul_const ((∑ i, |q i|) + ∑ j, |p j|)).div_const (z - R)
    rw [zero_mul, zero_div] at ht
    have hle := ge_of_tendsto' ht
      (fun N => truncated_matching_error hR hx hy hz N (fun n _ => h n))
    exact sub_eq_zero.mp (abs_nonpos_iff.mp hle)

/-- A moment is the sum, over any finite set of points containing all positions, of the total
charge at each point times the power of its coordinate. -/
theorem moment_eq_sum_chargeAt (q x : ι → ℝ) (T : Finset ℝ) (hT : ∀ i, x i ∈ T) (n : ℕ) :
    moment q x n = ∑ a ∈ T, chargeAt q x a * a ^ n := by
  simp only [moment, chargeAt, Finset.sum_mul]
  rw [Finset.sum_comm]
  refine Finset.sum_congr rfl fun i _ => ?_
  simp only [ite_mul, zero_mul]
  rw [Finset.sum_ite_eq, if_pos (hT i)]

/-- Two finite sets of charges on a line have the same multipole moments if and only if they
carry the same total charge at every point. -/
theorem moment_eq_iff_chargeAt_eq {q x : ι → ℝ} {p y : κ → ℝ} :
    (∀ n, moment q x n = moment p y n) ↔ ∀ a, chargeAt q x a = chargeAt p y a := by
  let T : Finset ℝ := Finset.univ.image x ∪ Finset.univ.image y
  have hxT : ∀ i, x i ∈ T := fun i =>
    Finset.mem_union_left _ (Finset.mem_image_of_mem x (Finset.mem_univ i))
  have hyT : ∀ j, y j ∈ T := fun j =>
    Finset.mem_union_right _ (Finset.mem_image_of_mem y (Finset.mem_univ j))
  constructor
  · intro h a
    -- equal moments give equal sums against every polynomial
    have hp : ∀ P : ℝ[X], ∑ i, q i * P.eval (x i) = ∑ j, p j * P.eval (y j) := by
      intro P
      induction P using Polynomial.induction_on'
      · rename_i f g hf hg
        simp only [eval_add, mul_add, Finset.sum_add_distrib, hf, hg]
      · rename_i n c
        simp only [eval_monomial, mul_left_comm _ c, ← Finset.mul_sum]
        exact congrArg (fun t => c * t) (h n)
    -- a polynomial that vanishes at all positions other than `a`
    obtain ⟨P, ha, hP⟩ : ∃ P : ℝ[X], P.eval a ≠ 0 ∧ ∀ c ∈ T, c ≠ a → P.eval c = 0 := by
      refine ⟨∏ b ∈ T.erase a, (X - C b), ?_, fun c hc hca => ?_⟩
      · rw [eval_prod, Finset.prod_ne_zero_iff]
        intro b hb
        simp only [eval_sub, eval_X, eval_C]
        exact sub_ne_zero.mpr (Finset.ne_of_mem_erase hb).symm
      · rw [eval_prod]
        exact Finset.prod_eq_zero (Finset.mem_erase.mpr ⟨hca, hc⟩) (by simp)
    have h1 : ∀ i, q i * P.eval (x i) = (if x i = a then q i else 0) * P.eval a := by
      intro i
      split_ifs with hi
      · rw [hi]
      · rw [hP _ (hxT i) hi, mul_zero, zero_mul]
    have h2 : ∀ j, p j * P.eval (y j) = (if y j = a then p j else 0) * P.eval a := by
      intro j
      split_ifs with hj
      · rw [hj]
      · rw [hP _ (hyT j) hj, mul_zero, zero_mul]
    have e := hp P
    rw [Finset.sum_congr rfl fun i _ => h1 i, Finset.sum_congr rfl fun j _ => h2 j,
      ← Finset.sum_mul, ← Finset.sum_mul] at e
    exact mul_right_cancel₀ ha e
  · intro h n
    rw [moment_eq_sum_chargeAt q x T hxT, moment_eq_sum_chargeAt p y T hyT]
    exact Finset.sum_congr rfl fun a _ => by rw [h a]

/-- Two finite sets of charges on a line within distance `R` of the origin have the same axial
potential at all `z > R` if and only if they carry the same total charge at every point. -/
theorem potential_eq_iff_chargeAt_eq {q x : ι → ℝ} {p y : κ → ℝ} {R : ℝ} (hR : 0 ≤ R)
    (hx : ∀ i, |x i| ≤ R) (hy : ∀ j, |y j| ≤ R) :
    (∀ z, R < z → axialPotential q x z = axialPotential p y z)
      ↔ ∀ a, chargeAt q x a = chargeAt p y a :=
  (potential_eq_iff_moment_eq hR hx hy).trans moment_eq_iff_chargeAt_eq

end

end PseudoCharge
```

```lean
#print axioms PseudoCharge.potential_eq_iff_moment_eq
#print axioms PseudoCharge.potential_eq_iff_chargeAt_eq
```

```
'PseudoCharge.potential_eq_iff_moment_eq' depends on axioms: [propext, Classical.choice, Quot.sound]
'PseudoCharge.potential_eq_iff_chargeAt_eq' depends on axioms: [propext, Classical.choice, Quot.sound]
```

### What the theorems say about the charges

The finite types `ι` and `κ` label the two sets of charges, which may differ in size or be empty. Charges and positions are real-valued functions on these labels, so several charges may share a position. `axialPotential q x z` is $A_0(z)$, `moment q x n` is $m_n$, and `chargeAt q x a` is the total charge located exactly at $a$. The Coulomb prefactor is set to one. The denominator is $z-x_i$ without an absolute value, which is the physical distance because the potentials are compared only to the right of all charges. The identities `mul_axialPotential` and `multipole_expansion` also allow points to the left of a charge, where that charge's term has the opposite sign to its physical potential.

`potential_eq_iff_moment_eq` is the equivalence asked for. It assumes `0 ≤ R`, so the case $R=0$, with every charge at the origin, is included. `truncated_matching_error` is the error bound for moments matched below order $N$, with all charges of both sets within distance $R$ of the origin. `potential_eq_iff_chargeAt_eq` says that equal outer potentials also mean equal total charge at every point.

That last theorem marks the distance from Weinert's method. Within this model, a pseudo-charge that matches every moment has the same total charge at every point as the original; only the way each total is made up of individual charges can differ. The freedom to choose a smooth replacement comes from extended densities in three dimensions: a uniformly charged spherical shell and a point charge at its centre with the same total charge, for instance, have the same potential outside the shell. Such densities, the multipole moments of nonzero azimuthal order and the periodic lattice are not part of the file.

### How the lemmas follow the derivation

`mul_axialPotential` is the identity for one factor of $z$, proved charge by charge from $(z-x_i)/(z-x_i)=1$. `multipole_expansion` is the induction on $N$: it applies that identity to the charges $q_ix_i^N$ and moves the released moment into the sum. `potential_sub` subtracts two expansions, and `linear_combination` cancels the equal moments.

`abs_remainder_le` bounds $|A_N|$ by the triangle inequality and a termwise comparison of numerators and denominators. `truncated_matching_error` combines the bounds for both sets.

`tendsto_mul_axialPotential` gives the limit $zA_0\to m_0$ for arbitrary charges; used with the charges $q_ix_i^n$, it gives $zA_n\to m_n$. In `potential_eq_iff_moment_eq`, the forward direction is a strong induction on $n$. The statement `key` is $A_n=B_n$, and `tendsto_nhds_unique` identifies the two limits. The reverse direction sends $N\to\infty$ in the error bound through `ge_of_tendsto'`.

`moment_eq_sum_chargeAt` groups a moment by position. `moment_eq_iff_chargeAt_eq` extends equality of moments to all polynomials by treating sums and monomials, then uses the product that vanishes at the other positions. The last theorem chains the two equivalences.

### A charge outside the radius breaks the error bound

Take $R=1$ and $N=1$, with a unit charge at $x=5/2$ in one set and a unit charge at $y=0$ in the other. The total charges agree, but $|x|\le R$ is violated. At $z=2$ the bound would be $\tfrac12\cdot 2/1=1$. The physical potentials there are $2$ and $\tfrac12$, which differ by $\tfrac32$; with the signed denominator of the file the difference is even larger, $\tfrac52$.

### Matching moments in an LAPW code

An LAPW code using this method computes the multipole moments of the true charge density, nucleus included, in each muffin-tin sphere and subtracts those of the interstitial plane-wave density continued into the sphere. It then adds a smooth pseudo-density that carries the difference. The resulting density has a manageable Fourier series, so Poisson's equation can be solved in reciprocal space to obtain the interstitial potential. That potential then supplies the boundary values for the solution inside each sphere.

The matching stops at a finite angular momentum. For finitely many point charges on a line, `truncated_matching_error` bounds the effect of such a cutoff: at fixed $z>R$ and for fixed total absolute charge, each further matched order multiplies the bound by $R/z$. The bound therefore shrinks slowly with the order when $z$ is just above $R$, and quickly far away. With charges $\tfrac12$ at $\pm a$ replaced by a unit charge at the origin, where $0<a<z$, orders 0 and 1 match and order 2 does not. The potential error is then $a^2/\bigl(z(z^2-a^2)\bigr)$, which falls off as $z^{-3}$ at large distance.
